# At E = D/3, the levels of the quadratic zero-field Hamiltonian leave the sign of D undetermined

For a spin with Hermitian components Sx, Sy, Sz and S² = s·1, the zero-field Hamiltonian H = D(Sz² − s/3) + (D/3)(Sx² − Sy²) has the same characteristic polynomial as −H, for every real D. Since −H is the same Hamiltonian with the signs of both D and E = D/3 reversed, its energy levels cannot tell D from −D.

In Lean 4 with Mathlib:

```lean
import Mathlib

open Matrix
open scoped Matrix.Norms.Operator

namespace RhombicZeroFieldSplitting

noncomputable section

variable {n : Type*} [Fintype n] [DecidableEq n]

/-- Hermitian matrices `Sx, Sy, Sz` that obey the angular momentum commutation relations
and whose squares add up to `s` times the identity. -/
structure IsSpin (Sx Sy Sz : Matrix n n ℂ) (s : ℝ) : Prop where
  herm_x : Sx.IsHermitian
  herm_y : Sy.IsHermitian
  herm_z : Sz.IsHermitian
  comm_xy : Sx * Sy - Sy * Sx = Complex.I • Sz
  comm_yz : Sy * Sz - Sz * Sy = Complex.I • Sx
  comm_zx : Sz * Sx - Sx * Sz = Complex.I • Sy
  casimir : Sx * Sx + Sy * Sy + Sz * Sz = (s : ℂ) • (1 : Matrix n n ℂ)

/-- The zero-field splitting Hamiltonian `D (Sz² - s/3) + E (Sx² - Sy²)`. -/
def zfs (Sx Sy Sz : Matrix n n ℂ) (s D E : ℝ) : Matrix n n ℂ :=
  (D : ℂ) • (Sz * Sz - ((s : ℂ) / 3) • (1 : Matrix n n ℂ)) + (E : ℂ) • (Sx * Sx - Sy * Sy)

/-- The rotation operator `exp(-i t Sx)` about the x axis. -/
def xRotation (Sx : Matrix n n ℂ) (t : ℝ) : Matrix n n ℂ :=
  NormedSpace.exp (t • ((-Complex.I) • Sx))

/-- The exponentials of `t A` and `-t A` are inverse to each other. -/
theorem exp_mul_exp_neg (A : Matrix n n ℂ) (t : ℝ) :
    NormedSpace.exp (t • A) * NormedSpace.exp (t • (-A)) = 1 := by
  have hc : Commute (t • A) (t • (-A)) := by
    rw [smul_neg]
    exact (Commute.refl (t • A)).neg_right
  rw [← Matrix.exp_add_of_commute _ _ hc, smul_neg, add_neg_cancel, NormedSpace.exp_zero]

/-- If `[A, B] = C` and `[A, C] = -B`, then carrying `B` through `exp(t A)` rotates it
by the angle `t` in the plane of `B` and `C`. -/
theorem exp_rotates {A B C : Matrix n n ℂ} (hB : A * B - B * A = C)
    (hC : A * C - C * A = -B) (t : ℝ) :
    NormedSpace.exp (t • A) * B
      = (Real.cos t • B + Real.sin t • C) * NormedSpace.exp (t • A) := by
  let G : ℝ → Matrix n n ℂ := fun u => NormedSpace.exp (u • (-A)) *
    (Real.cos u • B + Real.sin u • C) * NormedSpace.exp (u • A)
  have alg : ∀ e X X' f : Matrix n n ℂ, X' = A * X - X * A →
      0 = (e * (-A) * X + e * X') * f + e * X * (A * f) := by
    intro e X X' f h
    subst h
    noncomm_ring
  -- the back-rotated combination does not depend on the angle
  have hG : ∀ u, HasDerivAt G 0 u := by
    intro u
    have hX : HasDerivAt (fun v : ℝ => Real.cos v • B + Real.sin v • C)
        ((-Real.sin u) • B + Real.cos u • C) u :=
      ((Real.hasDerivAt_cos u).smul_const B).fun_add ((Real.hasDerivAt_sin u).smul_const C)
    have h1 : HasDerivAt (fun v : ℝ => NormedSpace.exp (v • (-A)))
        (NormedSpace.exp (u • (-A)) * (-A)) u := hasDerivAt_exp_smul_const _ _
    have h2 : HasDerivAt (fun v : ℝ => NormedSpace.exp (v • A))
        (A * NormedSpace.exp (u • A)) u := hasDerivAt_exp_smul_const' _ _
    have key : (-Real.sin u) • B + Real.cos u • C
        = A * (Real.cos u • B + Real.sin u • C) - (Real.cos u • B + Real.sin u • C) * A := by
      simp only [mul_add, add_mul, mul_smul_comm, smul_mul_assoc]
      rw [sub_eq_iff_eq_add.mp hB, sub_eq_iff_eq_add.mp hC]
      module
    exact ((h1.fun_mul hX).fun_mul h2).congr_deriv (alg _ _ _ _ key).symm
  have hconst : G t = G 0 :=
    is_const_of_deriv_eq_zero (fun u => (hG u).differentiableAt) (fun u => (hG u).deriv) t 0
  have h0 : G 0 = B := by simp [G, NormedSpace.exp_zero]
  rw [h0] at hconst
  calc NormedSpace.exp (t • A) * B = NormedSpace.exp (t • A) * G t := by rw [hconst]
    _ = (NormedSpace.exp (t • A) * NormedSpace.exp (t • (-A))) *
        ((Real.cos t • B + Real.sin t • C) * NormedSpace.exp (t • A)) := by
      simp only [G, mul_assoc]
    _ = _ := by rw [exp_mul_exp_neg, one_mul]

/-- For Hermitian `Sx` the rotation operator about the x axis is unitary. -/
theorem xRotation_unitary {Sx : Matrix n n ℂ} (h : Sx.IsHermitian) (t : ℝ) :
    xRotation Sx t * (xRotation Sx t)ᴴ = 1 := by
  have hs : (xRotation Sx t)ᴴ = NormedSpace.exp (t • (-((-Complex.I) • Sx))) := by
    rw [xRotation, ← Matrix.exp_conjTranspose]
    congr 1
    simp [Matrix.conjTranspose_smul, h.eq]
  rw [hs, xRotation, exp_mul_exp_neg]

/-- For matrices that satisfy `IsSpin`, a quarter turn about the x axis carries the Hamiltonian with
parameters `D, E` to the one with parameters `-(D + 3E)/2` and `(E - D)/2`. -/
theorem quarter_turn {Sx Sy Sz : Matrix n n ℂ} {s : ℝ} (h : IsSpin Sx Sy Sz s) (D E : ℝ) :
    xRotation Sx (Real.pi / 2) * zfs Sx Sy Sz s D E * (xRotation Sx (Real.pi / 2))ᴴ
      = zfs Sx Sy Sz s (-(D + 3 * E) / 2) ((E - D) / 2) := by
  have cy : ((-Complex.I) • Sx) * Sy - Sy * ((-Complex.I) • Sx) = Sz := by
    rw [smul_mul_assoc, mul_smul_comm, ← smul_sub, h.comm_xy, smul_smul]
    simp
  have cz : ((-Complex.I) • Sx) * Sz - Sz * ((-Complex.I) • Sx) = -Sy := by
    rw [smul_mul_assoc, mul_smul_comm, ← smul_sub, ← neg_sub (Sz * Sx), h.comm_zx,
      smul_neg, smul_smul]
    simp
  have cy' : ((-Complex.I) • Sx) * (-Sy) - (-Sy) * ((-Complex.I) • Sx) = -Sz := by
    rw [mul_neg, neg_mul, ← cy]
    abel
  have hU := xRotation_unitary h.herm_x (Real.pi / 2)
  have hy : xRotation Sx (Real.pi / 2) * Sy = Sz * xRotation Sx (Real.pi / 2) := by
    simpa [xRotation] using exp_rotates cy cz (Real.pi / 2)
  have hz : xRotation Sx (Real.pi / 2) * Sz = -(Sy * xRotation Sx (Real.pi / 2)) := by
    simpa [xRotation] using exp_rotates cz cy' (Real.pi / 2)
  generalize xRotation Sx (Real.pi / 2) = U at hU hy hz ⊢
  -- the turn exchanges the squares of Sy and Sz
  have hyy : U * (Sy * Sy) = Sz * Sz * U := by
    rw [← mul_assoc, hy, mul_assoc, hy, ← mul_assoc]
  have hzz : U * (Sz * Sz) = Sy * Sy * U := by
    rw [← mul_assoc, hz, neg_mul, mul_assoc, hz, mul_neg, neg_neg, ← mul_assoc]
  have hx : Sx * Sx = (s : ℂ) • (1 : Matrix n n ℂ) - Sy * Sy - Sz * Sz := by
    rw [← h.casimir]
    abel
  have key : U * zfs Sx Sy Sz s D E
      = zfs Sx Sy Sz s (-(D + 3 * E) / 2) ((E - D) / 2) * U := by
    unfold zfs
    rw [hx]
    simp only [mul_add, mul_sub, add_mul, sub_mul, mul_smul_comm, smul_mul_assoc,
      mul_one, one_mul, hyy, hzz]
    push_cast
    module
  rw [key, mul_assoc, hU, mul_one]

/-- For matrices that satisfy `IsSpin`, the Hamiltonians with the parameter pairs `(D, E)` and
`(-(D + 3E)/2, (E - D)/2)` have the same characteristic polynomial. -/
theorem charpoly_relabel {Sx Sy Sz : Matrix n n ℂ} {s : ℝ} (h : IsSpin Sx Sy Sz s)
    (D E : ℝ) : (zfs Sx Sy Sz s D E).charpoly
      = (zfs Sx Sy Sz s (-(D + 3 * E) / 2) ((E - D) / 2)).charpoly := by
  rw [← quarter_turn h, mul_assoc, Matrix.charpoly_mul_comm, mul_assoc,
    mul_eq_one_comm.mp (xRotation_unitary h.herm_x (Real.pi / 2)), mul_one]

/-- For matrices that satisfy `IsSpin`, at `E = D/3` the Hamiltonian, its negative, and the
Hamiltonian with the signs of both `D` and `E` reversed have the same characteristic polynomial. -/
theorem sign_of_D_undetermined {Sx Sy Sz : Matrix n n ℂ} {s : ℝ}
    (h : IsSpin Sx Sy Sz s) (D : ℝ) :
    (zfs Sx Sy Sz s D (D / 3)).charpoly = (-zfs Sx Sy Sz s D (D / 3)).charpoly ∧
    (zfs Sx Sy Sz s D (D / 3)).charpoly = (zfs Sx Sy Sz s (-D) (-D / 3)).charpoly := by
  have hneg : zfs Sx Sy Sz s (-D) (-D / 3) = -zfs Sx Sy Sz s D (D / 3) := by
    unfold zfs
    push_cast
    module
  have hr := charpoly_relabel h D (D / 3)
  rw [show -(D + 3 * (D / 3)) / 2 = -D by ring,
    show (D / 3 - D) / 2 = -D / 3 by ring] at hr
  exact ⟨hneg ▸ hr, hr⟩

/-- In odd dimension a matrix with the same characteristic polynomial as its negative has
determinant zero. -/
theorem det_eq_zero_of_odd {M : Matrix n n ℂ} (hn : Odd (Fintype.card n))
    (h : M.charpoly = (-M).charpoly) : M.det = 0 := by
  have h1 : M.det = (-M).det := by
    rw [Matrix.det_eq_sign_charpoly_coeff M, h, ← Matrix.det_eq_sign_charpoly_coeff]
  rw [Matrix.det_neg, hn.neg_one_pow] at h1
  linear_combination h1 / 2

/-- The x component of spin 1 in the Cartesian basis. -/
def X1 : Matrix (Fin 3) (Fin 3) ℂ := !![0, 0, 0; 0, 0, -Complex.I; 0, Complex.I, 0]

/-- The y component of spin 1 in the Cartesian basis. -/
def Y1 : Matrix (Fin 3) (Fin 3) ℂ := !![0, 0, Complex.I; 0, 0, 0; -Complex.I, 0, 0]

/-- The z component of spin 1 in the Cartesian basis. -/
def Z1 : Matrix (Fin 3) (Fin 3) ℂ := !![0, -Complex.I, 0; Complex.I, 0, 0; 0, 0, 0]

/-- The Cartesian spin-1 matrices are Hermitian, obey the angular momentum commutation
relations, and have total squared spin 2. -/
theorem isSpin_witness : IsSpin X1 Y1 Z1 2 := by
  constructor <;> ext i j <;> fin_cases i <;> fin_cases j <;>
    simp [X1, Y1, Z1] <;> norm_num

/-- For spin 1 the Hamiltonian is diagonal in the Cartesian basis, with entries
`D/3 - E`, `D/3 + E` and `-2D/3`. -/
theorem spin_one_levels (D E : ℝ) : zfs X1 Y1 Z1 2 D E = diagonal
    ![((D / 3 - E : ℝ) : ℂ), ((D / 3 + E : ℝ) : ℂ), ((-(2 * D / 3) : ℝ) : ℂ)] := by
  ext i j
  fin_cases i <;> fin_cases j <;>
    simp [zfs, X1, Y1, Z1] <;> ring

/-- If the spin-1 Hamiltonian and its negative have the same characteristic polynomial,
then `D = 0`, `E = D/3` or `E = -D/3`. -/
theorem spin_one_sharp {D E : ℝ}
    (h : (zfs X1 Y1 Z1 2 D E).charpoly = (-zfs X1 Y1 Z1 2 D E).charpoly) :
    D = 0 ∨ E = D / 3 ∨ E = -D / 3 := by
  -- the product of the three levels vanishes
  have h0 := det_eq_zero_of_odd ⟨1, by simp⟩ h
  rw [spin_one_levels, Matrix.det_diagonal, Fin.prod_univ_three] at h0
  have hp : ((D / 3 - E : ℝ) : ℂ) * ((D / 3 + E : ℝ) : ℂ) * ((-(2 * D / 3) : ℝ) : ℂ) = 0 := h0
  have hr : (D / 3 - E) * (D / 3 + E) * (-(2 * D / 3)) = 0 := by exact_mod_cast hp
  rcases mul_eq_zero.mp hr with h1 | h1
  · rcases mul_eq_zero.mp h1 with h2 | h2
    · exact Or.inr (Or.inl (by linarith))
    · exact Or.inr (Or.inr (by linarith))
  · exact Or.inl (by linarith)

end

end RhombicZeroFieldSplitting
```

```lean
#print axioms RhombicZeroFieldSplitting.sign_of_D_undetermined
#print axioms RhombicZeroFieldSplitting.spin_one_sharp
```

```
'RhombicZeroFieldSplitting.sign_of_D_undetermined' depends on axioms: [propext, Classical.choice, Quot.sound]
'RhombicZeroFieldSplitting.spin_one_sharp' depends on axioms: [propext, Classical.choice, Quot.sound]
```

## Spins, parameters and levels

`IsSpin Sx Sy Sz s` says that three complex matrices are Hermitian, obey [Sx, Sy] = i Sz and its cyclic partners (so ħ = 1), and have squares that add up to s·1. For spin S, s = S(S+1). The matrices may also describe several copies of the same spin. `zfs Sx Sy Sz s D E` is the Hamiltonian

H(D,E) = D(Sz² − s/3) + E(Sx² − Sy²)

with D and E real and independent. For spin 0 and spin 1/2 it vanishes.

`sign_of_D_undetermined` equates the `charpoly` of H(D, D/3) with that of −H(D, D/3) and with that of H(−D, −D/3). The roots of this polynomial, with multiplicity, are the energy levels with their degeneracies. A fit of D and E to zero-field levels alone therefore cannot fix the sign of D at this ratio, within a model that has only quadratic spin terms. The Hamiltonian contains no Zeeman, hyperfine or higher-order crystal-field terms. Other ratios are not free of ambiguity. By `charpoly_relabel`, H(D, 0) has the same levels as H(−D/2, −D/2), so the axes must first be labelled by a convention, usually |E| ≤ |D|/3, of which E = D/3 is a limiting case. Even then, the levels for spin 3/2 are ±√(D² + 3E²) and do not show the sign of D at any ratio.

The number s is S(S+1), not S. Entering s = 1 for spin 1 shifts the levels at E = D/3 from 0, 2D/3, −2D/3 to D/3, D, −D/3, and for D ≠ 0 the symmetry about zero is lost.

## A quarter turn about x

Put A = −i Sx. The commutators give [A, Sy] = Sz and [A, Sz] = −Sy. More generally, let [A, B] = C and [A, C] = −B, and set X(t) = cos t B + sin t C. Then

X′ = −sin t B + cos t C = [A, X],

d/dt (exp(−tA) X exp(tA)) = exp(−tA)(−AX + X′ + XA) exp(tA) = 0.

The bracketed combination keeps its value B at t = 0, so exp(tA) B = X(t) exp(tA). This is `exp_rotates`, where `G` is the constant combination. Because Sx is Hermitian, the adjoint of exp(tA) is exp(−tA), its inverse; this is `xRotation_unitary`.

At t = π/2, with U = exp(−iπSx/2), this gives

U Sy U† = Sz,  U Sz U† = −Sy,

so the turn exchanges Sy² and Sz². In `quarter_turn`, `hyy` and `hzz` record this exchange, and `hx` eliminates Sx² = s − Sy² − Sz²:

H(D,E) = (D − E)Sz² − 2E Sy² + (E − D/3)s,

U H(D,E) U† = (D − E)Sy² − 2E Sz² + (E − D/3)s.

The second line has the form of the first with new parameters D′ and E′ if −2E′ = D − E and D′ − E′ = −2E, so

D′ = −(D + 3E)/2,  E′ = (E − D)/2.

The constant also matches: E′ − D′/3 = E − D/3. `charpoly_relabel` follows because charpoly(U(HU†)) = charpoly((HU†)U) = charpoly(H).

For E = D/3 the new parameters are D′ = −D and E′ = −D/3. Since H is linear in D and E, H(−D, −D/3) = −H(D, D/3), which completes the argument. The two parameter sets describe one Hamiltonian in axes turned by 90°.

The relation [Sx, Sy] = i Sz is needed. Take 1×1 matrices Sx = Sy = 0, Sz = 1 with s = 1: every other condition in `IsSpin` holds, but H = 2D/3, which differs from −H whenever D ≠ 0.

## The ratio for spin 1

If M and −M have the same characteristic polynomial in odd dimension, then det M = det(−M) = −det M, so det M = 0 (`det_eq_zero_of_odd`). At E = D/3 an odd-dimensional spin thus has a level at zero.

The matrices `X1`, `Y1`, `Z1` satisfy `IsSpin` with s = 2, checked entry by entry in `isSpin_witness`. By `spin_one_levels` they make H diagonal, with levels D/3 − E, D/3 + E and −2D/3. If H and −H share their characteristic polynomial, the product of these levels vanishes:

(D/3 − E)(D/3 + E)(−2D/3) = 0.

Hence D = 0, E = D/3 or E = −D/3, as `spin_one_sharp` states. Conversely, the listed levels are visibly symmetric about zero in each of these cases.
